# With P the projector onto the t2g orbitals, the trace of PA(1 − P)B is a sum over t2g–eg pairs

In a space of five d orbitals, three t2g and two eg, let P be the diagonal projector onto the t2g orbitals. The theorem says that for any two complex 5 × 5 matrices A and B, the trace of PA(1 − P)B equals the sum of A_kn B_nk over every t2g orbital k and every eg orbital n. The matrices need not be Hermitian, and the sum contains no energy denominators. The proof first writes 1 − P as a diagonal matrix, then states in `h` a formula for each diagonal entry of the product, and finally adds these entries up.

This version doesn't compile in Lean 4 with Mathlib:

```lean
import Mathlib

open Matrix

namespace RamseyOctahedralShielding

noncomputable section

/-- The t2g orbitals xy, yz, zx. -/
def t2g : Finset (Fin 5) := {0, 1, 2}

/-- The eg orbitals x²-y² and z². -/
def eg : Finset (Fin 5) := {3, 4}

/-- The projector onto the t2g orbitals. -/
def P : Matrix (Fin 5) (Fin 5) ℂ := diagonal ![1, 1, 1, 0, 0]

/-- A sum over the t2g orbitals written out. -/
lemma sum_t2g (f : Fin 5 → ℂ) : ∑ k ∈ t2g, f k = f 0 + f 1 + f 2 := by
  rw [t2g, Finset.sum_insert (by decide), Finset.sum_insert (by decide), Finset.sum_singleton]
  ring

/-- A sum over the eg orbitals written out. -/
lemma sum_eg (f : Fin 5 → ℂ) : ∑ n ∈ eg, f n = f 3 + f 4 := by
  rw [eg, Finset.sum_insert (by decide), Finset.sum_singleton]

/-- For any two one-electron operators, the trace with the t2g projector and its complement is the
sum over all t2g to eg excitations of the products of matrix elements. -/
theorem trace_eq_excitation_sum (A B : Matrix (Fin 5) (Fin 5) ℂ) :
    (P * A * (1 - P) * B).trace = ∑ k ∈ t2g, ∑ n ∈ eg, A k n * B n k := by
  -- the complement of the t2g projector is the eg projector
  have hQ : (1 : Matrix (Fin 5) (Fin 5) ℂ) - P = diagonal ![0, 0, 0, 1, 1] := by
    ext i j
    fin_cases i <;> fin_cases j <;> simp [P]
  have h : ∀ k, (P * A * diagonal ![0, 0, 0, 1, 1] * B) k k =
      ∑ n, (![1, 1, 1, 0, 0] : Fin 5 → ℂ) k * A k n *
        (![0, 0, 0, 1, 1] : Fin 5 → ℂ) n * B n k := by
    intro k
    rw [Matrix.mul_apply]
    simp only [P, Matrix.mul_diagonal, Matrix.diagonal_mul]
  rw [hQ, Matrix.trace]
  simp only [Matrix.diag_apply, h, sum_t2g, sum_eg]
  simp [Fin.sum_univ_five]

end

end RamseyOctahedralShielding
```

Lean reports:

```
Main.lean:35:16: error: Function expected at
  P * A * diagonal ![0, 0, 0, 1, 1] * B
but this term has type
  ?m.3663

Note: Expected a function because this term is being applied to the argument
  k
Main.lean:30:72: error: unsolved goals
A B : Matrix (Fin 5) (Fin 5) ℂ
hQ : 1 - P = diagonal ![0, 0, 0, 1, 1]
h : ∀ (k : Fin (Nat.succ 4)), sorry = ∑ n, ![1, 1, 1, 0, 0] k * A k n * ![0, 0, 0, 1, 1] n * B n k
⊢ (P * A * diagonal ![0, 0, 0, 1, 1] * B) 0 0 + (P * A * diagonal ![0, 0, 0, 1, 1] * B) 1 1 +
          (P * A * diagonal ![0, 0, 0, 1, 1] * B) 2 2 +
        (P * A * diagonal ![0, 0, 0, 1, 1] * B) 3 3 +
      (P * A * diagonal ![0, 0, 0, 1, 1] * B) 4 4 =
    A 0 3 * B 3 0 + A 0 4 * B 4 0 + (A 1 3 * B 3 1 + A 1 4 * B 4 1) + (A 2 3 * B 3 2 + A 2 4 * B 4 2)
Main.lean:42:32: warning: This simp argument is unused:
  h

Hint: Omit it from the simp argument list.
  [apply] simp only [Matrix.diag_apply, sum_t2g, sum_eg]

Note: This linter can be disabled with `set_option linter.unusedSimpArgs false`
```

Diagnosis. The first error is in the statement of `h`. There the product of matrices is applied to the indices `k k`, so Lean must know that it is a matrix, and hence a function. But the numerals in `diagonal ![0, 0, 0, 1, 1]` have no stated type, and nothing outside the product says what its type should be. Lean therefore left that type undetermined, the `?m.3663` of the message, and refused the application.

The second error follows from the first. Lean put `sorry` in place of the left side of `h`, so `simp only` found nothing to rewrite with it, as the warning about an unused argument confirms. The diagonal entries of the product stayed unexpanded in the final goal.

The repair states that the product is a `Matrix (Fin 5) (Fin 5) ℂ`, which settles the type of the numerals and allows the application to `k k`. `h` then has its intended left side and can rewrite the diagonal entries. Writing `k : Fin 5` only makes the index type explicit.

After these edits no error is left:

```diff
@@ -33,5 +33,6 @@
     ext i j
     fin_cases i <;> fin_cases j <;> simp [P]
-  have h : ∀ k, (P * A * diagonal ![0, 0, 0, 1, 1] * B) k k =
+  have h : ∀ k : Fin 5,
+      (P * A * diagonal ![0, 0, 0, 1, 1] * B : Matrix (Fin 5) (Fin 5) ℂ) k k =
       ∑ n, (![1, 1, 1, 0, 0] : Fin 5 → ℂ) k * A k n *
         (![0, 0, 0, 1, 1] : Fin 5 → ℂ) n * B n k := by
```
